# Intraband and interband current of a Bloch superposition, and the zero slope integral of a smooth periodic band

Suppose that the current of a driven electron is computed by weighting the slope of each band with its population. Take two bands with energies \(\cos k+1\) and \(\cos k-1\). At \(k=0\) both slopes vanish, so this rule predicts no current for any superposition. Yet if the eigenvectors rotate with \(k\), as in the two-band model at the end, the equal superposition with amplitudes \(1/\sqrt2\) carries the current 2. What the rule leaves out is the coherence between the bands.

## Band slopes plus coherences

Let \(H(k)\) be a finite Hermitian matrix depending on a real crystal momentum \(k\), with orthonormal eigenvectors \(u_n(k)\) and energies \(e_n(k)\), all differentiable. A prime denotes the derivative with respect to \(k\), and \(\langle\cdot,\cdot\rangle\) is conjugate-linear in its first argument. The elementary charge, \(\hbar\) and the lattice constant are set to one, and the current is counted as a flow of particles, without the negative sign of the electron's charge. A uniform field enters through a real shift \(A\), the vector potential at one instant. Write \(q=k+A\). For complex amplitudes \(c_n\) and \(\psi=\sum_n c_n u_n(q)\), the claim is

\[
\langle\psi,H'(q)\psi\rangle=\sum_n|c_n|^2e_n'(q)+\sum_n\sum_{m\ne n}\overline{c_m}\,c_n\,(e_n-e_m)\langle u_m,u_n'\rangle ,
\]

with everything in the last sum taken at \(q\).

Differentiating \(Hu_n=e_nu_n\) gives

\[
H'u_n+Hu_n'=e_n'u_n+e_nu_n' .
\]

Take the inner product with \(u_m\). Since \(H\) is Hermitian, \(\langle u_m,Hu_n'\rangle=\langle Hu_m,u_n'\rangle=e_m\langle u_m,u_n'\rangle\). With \(\langle u_m,u_n\rangle=\delta_{mn}\), this becomes

\[
\langle u_m,H'u_n\rangle=\delta_{mn}e_n'+(e_n-e_m)\langle u_m,u_n'\rangle .
\]

For \(m=n\) the second term vanishes and the band slope remains. For \(m\neq n\) only the second term remains. Expanding the quadratic form,

\[
\langle\psi,H'\psi\rangle=\sum_n\sum_m\overline{c_m}\,c_n\langle u_m,H'u_n\rangle ,
\]

and separating \(m=n\) from \(m\ne n\) gives the claim. The eigenvectors need not span the whole space, and energies may coincide, provided that the chosen eigenvectors are differentiable.

Now let \(\varepsilon\) be a single continuously differentiable band energy. Substituting \(q=k+A\) and applying the fundamental theorem of calculus,

\[
\int_a^b\varepsilon'(k+A)\,dk=\int_{a+A}^{b+A}\varepsilon'(q)\,dq=\varepsilon(b+A)-\varepsilon(a+A).
\]

If \(\varepsilon\) has period \(2\pi\), the choice \(a=-\pi\), \(b=\pi\) gives \(\varepsilon(\pi+A)-\varepsilon(-\pi+A)=0\) for every \(A\).

The division into intraband and interband current is used in analysing high-harmonic generation in solids; here it is established for non-interacting electrons with finitely many orbitals and one momentum component.

## Hamiltonian, velocity and current in Lean

The finite type `d` labels the orbitals and `ι` labels the bands.

```lean
import Mathlib

open Matrix Finset

namespace BlochCurrent

noncomputable section

variable {d ι : Type*} [Fintype d] [DecidableEq ι]
```

The velocity operator is the entrywise derivative of \(H\). It is the physical velocity if \(H(k)\) acts on the lattice-periodic parts of the Bloch functions, written in a basis that does not itself change with \(k\). In a tight-binding model, the entrywise derivative gives the velocity when the Bloch phases include the orbital positions and position matrix elements between different orbitals are neglected.

```lean
/-- The velocity operator: the entrywise derivative of the Hamiltonian with respect to `k`. -/
def velocity (H : ℝ → Matrix d d ℂ) (k : ℝ) : Matrix d d ℂ :=
  Matrix.of fun i j => deriv (fun q => H q i j) k
```

The vector \(u_n'\) is likewise taken component by component.

```lean
/-- The componentwise derivative of a `k`-dependent state vector. -/
def stateDeriv (v : ℝ → d → ℂ) (k : ℝ) : d → ℂ :=
  fun i => deriv (fun q => v q i) k
```

The current is the quadratic form of the velocity operator. In `current`, `star ψ ⬝ᵥ` supplies the conjugated left factor of the inner product. The value is typed as complex, and `ψ` may be any vector; for a unit vector the value is the expectation of the velocity operator.

```lean
/-- The current of the vector `ψ` at crystal momentum `k`: the quadratic form `⟨ψ, H'(k) ψ⟩`. -/
def current (H : ℝ → Matrix d d ℂ) (ψ : d → ℂ) (k : ℝ) : ℂ :=
  star ψ ⬝ᵥ (velocity H k *ᵥ ψ)
```

A superposition is a finite sum over bands.

```lean
/-- The superposition of the band states at `k` with amplitudes `c`. -/
def superposition [Fintype ι] (u : ι → ℝ → d → ℂ) (c : ι → ℂ) (k : ℝ) : d → ℂ :=
  ∑ n, c n • u n k
```

The assumptions on the bands are collected in one predicate. Its fields state hermiticity, the eigenvalue equation, orthonormality at each momentum, and differentiability of the matrix entries, eigenvector components and energies. A differentiable choice of eigenvectors is assumed, not derived from \(H\). This can be a restriction where bands meet, although such a choice always exists when \(H\) is analytic in the single real variable \(k\). Neither \(H\) nor the eigenvectors are required to be periodic.

```lean
/-- A differentiable Hermitian family `H` with differentiable orthonormal eigenvectors `u`
and differentiable band energies `e`. -/
structure IsBandFrame (H : ℝ → Matrix d d ℂ) (u : ι → ℝ → d → ℂ) (e : ι → ℝ → ℝ) : Prop where
  hermitian : ∀ k, (H k).IsHermitian
  eigen : ∀ n k, H k *ᵥ u n k = (e n k : ℂ) • u n k
  orthonormal : ∀ m n k, star (u m k) ⬝ᵥ u n k = if m = n then 1 else 0
  diff_H : ∀ i j, Differentiable ℝ (fun k => H k i j)
  diff_u : ∀ n i, Differentiable ℝ (fun k => u n k i)
  diff_e : ∀ n, Differentiable ℝ (e n)
```

These conditions are imposed at every real \(k\). A local version would require the eigenvalue equation only near one momentum, with differentiability, hermiticity and orthonormality at that point. The current formula would then hold there even if the frame broke down at a distant crossing, but the zone integral of the current would still need control over the whole zone.

## Velocity matrix elements

The first theorem is the differentiated eigenvalue equation. For a fixed component `i`, `hl` differentiates the matrix-vector product as a finite sum of products, and `hr` differentiates the energy times the eigenvector component. The eigenvalue equation says that the two functions are equal, so uniqueness of the derivative equates the results.

```lean
variable {H : ℝ → Matrix d d ℂ} {u : ι → ℝ → d → ℂ} {e : ι → ℝ → ℝ}

/-- The eigenvalue equation differentiated with respect to `k`:
`H' uₙ + H uₙ' = eₙ' uₙ + eₙ uₙ'`. -/
theorem IsBandFrame.deriv_eigen (h : IsBandFrame H u e) (n : ι) (k : ℝ) :
    velocity H k *ᵥ u n k + H k *ᵥ stateDeriv (u n) k
      = ((deriv (e n) k : ℝ) : ℂ) • u n k + (e n k : ℂ) • stateDeriv (u n) k := by
  ext i
  -- differentiate both sides of the i-th component
  have hl : HasDerivAt (fun q => ∑ j, H q i j * u n q j)
      (∑ j, (deriv (fun q => H q i j) k * u n k j
        + H k i j * deriv (fun q => u n q j) k)) k :=
    HasDerivAt.fun_sum fun j _ =>
      (h.diff_H i j k).hasDerivAt.fun_mul (h.diff_u n j k).hasDerivAt
  have hr : HasDerivAt (fun q => (e n q : ℂ) * u n q i)
      (((deriv (e n) k : ℝ) : ℂ) * u n k i
        + (e n k : ℂ) * deriv (fun q => u n q i) k) k :=
    (h.diff_e n k).hasDerivAt.ofReal_comp.fun_mul (h.diff_u n i k).hasDerivAt
  have heq : (fun q => ∑ j, H q i j * u n q j) = fun q => (e n q : ℂ) * u n q i :=
    funext fun q => congrFun (h.eigen n q) i
  rw [heq] at hl
  have key := hl.unique hr
  simp only [Pi.add_apply, Pi.smul_apply, smul_eq_mul, Matrix.mulVec, dotProduct, velocity,
    stateDeriv, Matrix.of_apply]
  rw [← Finset.sum_add_distrib]
  exact key
```

Next comes the projection on \(u_m\). The step `hv` turns the eigenvalue equation into one for the conjugated row vector, using hermiticity and the reality of \(e_m\). Then `hproj` moves \(H\) to the left for an arbitrary vector, which is needed because \(u_n'\) is generally not an eigenvector. The final case split separates \(m=n\) from \(m\ne n\), and `linear_combination` rearranges the projected equation.

```lean
/-- Matrix elements of the velocity operator between band states: the slope of the band on the
diagonal, and the energy difference times `⟨uₘ, uₙ'⟩` off the diagonal. -/
theorem IsBandFrame.velocity_element (h : IsBandFrame H u e) (m n : ι) (k : ℝ) :
    star (u m k) ⬝ᵥ (velocity H k *ᵥ u n k)
      = (if m = n then ((deriv (e n) k : ℝ) : ℂ) else 0)
        + ((e n k : ℂ) - (e m k : ℂ)) * (star (u m k) ⬝ᵥ stateDeriv (u n) k) := by
  -- hermiticity lets H act to the left
  have hv : star (u m k) ᵥ* H k = (e m k : ℂ) • star (u m k) := by
    have h0 := congrArg star (h.eigen m k)
    rw [Matrix.star_mulVec, (h.hermitian k).eq] at h0
    rw [h0, star_smul]
    simp
  have hproj : ∀ v : d → ℂ,
      star (u m k) ⬝ᵥ (H k *ᵥ v) = (e m k : ℂ) * (star (u m k) ⬝ᵥ v) := by
    intro v
    rw [Matrix.dotProduct_mulVec, hv, smul_dotProduct, smul_eq_mul]
  have h1 := congrArg (fun v => star (u m k) ⬝ᵥ v) (h.deriv_eigen n k)
  simp only [dotProduct_add, dotProduct_smul, smul_eq_mul, hproj, h.orthonormal] at h1
  split_ifs at h1 ⊢ <;> linear_combination h1
```

## The current of a superposition

The theorem `current_decomposition` is the displayed claim, for all amplitudes `c`, momenta `k` and shifts `A`. The set `univ.erase n` contains every band except `n`, so the inner sum runs over \(m\ne n\).

The proof first replaces \(k+A\) by a single variable `q`. Linearity gives the double sum `hexp`. The term \(m=n\) is then split off, where \(\overline{c_n}c_n=|c_n|^2\) and the matrix element is the slope; the other terms receive the off-diagonal matrix element.

```lean
/-- The current of a superposition of band states at the shifted momentum `k + A` is the
population-weighted sum of band slopes plus the interband terms. -/
theorem current_decomposition [Fintype ι] (h : IsBandFrame H u e) (c : ι → ℂ) (k A : ℝ) :
    current H (superposition u c (k + A)) (k + A)
      = ∑ n, ((‖c n‖ ^ 2 * deriv (e n) (k + A) : ℝ) : ℂ)
        + ∑ n, ∑ m ∈ univ.erase n, star (c m) * c n
            * ((e n (k + A) : ℂ) - (e m (k + A) : ℂ))
            * (star (u m (k + A)) ⬝ᵥ stateDeriv (u n) (k + A)) := by
  generalize k + A = q
  -- expand the quadratic form in the band states
  have hM : velocity H q *ᵥ (∑ n, c n • u n q) = ∑ n, c n • (velocity H q *ᵥ u n q) :=
    (map_sum (velocity H q).mulVecLin _ _).trans
      (Finset.sum_congr rfl fun n _ => Matrix.mulVec_smul _ _ _)
  have hexp : current H (superposition u c q) q
      = ∑ n, ∑ m, star (c m) * c n * (star (u m q) ⬝ᵥ (velocity H q *ᵥ u n q)) := by
    unfold current superposition
    rw [hM, dotProduct_sum]
    refine Finset.sum_congr rfl fun n _ => ?_
    rw [star_sum, sum_dotProduct]
    refine Finset.sum_congr rfl fun m _ => ?_
    rw [star_smul, smul_dotProduct, dotProduct_smul, smul_eq_mul, smul_eq_mul]
    ring
  rw [hexp, ← Finset.sum_add_distrib]
  refine Finset.sum_congr rfl fun n _ => ?_
  -- separate the diagonal term m = n
  rw [← Finset.add_sum_erase univ _ (Finset.mem_univ n)]
  congr 1
  · have hc : star (c n) * c n = ((‖c n‖ ^ 2 : ℝ) : ℂ) :=
      (mul_comm _ _).trans ((Complex.mul_conj (c n)).trans
        (by rw [Complex.normSq_eq_norm_sq]))
    rw [h.velocity_element, if_pos rfl, hc, sub_self, zero_mul, add_zero, ← Complex.ofReal_mul]
  · refine Finset.sum_congr rfl fun m hm => ?_
    rw [h.velocity_element, if_neg (Finset.ne_of_mem_erase hm), zero_add]
    ring
```

With a single band the inner sum is empty, and the current is \(|c|^2e'(k+A)\). A coherence contribution therefore needs at least two bands.

In the opening example, \(u_0=(\cos k,\sin k)\) and \(u_1=(-\sin k,\cos k)\), so \(u_0'=u_1\) and \(u_1'=-u_0\). The energy differences are \(\pm2\), and each of the two interband terms equals \(\tfrac12\cdot2=1\). The current at momentum \(q\) is thus \(2-\sin q\), a value worked out here by hand and not stated as a theorem in the file.

## Integrals over the zone

The window theorem concerns any continuously differentiable real function `ε`, without reference to a Hamiltonian. Its proof shifts the integration variable and applies the fundamental theorem of calculus; continuity of the derivative provides integrability.

```lean
/-- For a continuously differentiable band, the slope integrated over a window of momenta `[a, b]`,
shifted by `A`, is the difference of the band energies at the shifted ends. -/
theorem window_intraband_integral {ε : ℝ → ℝ} (hε : ContDiff ℝ 1 ε) (a b A : ℝ) :
    ∫ k in a..b, deriv ε (k + A) = ε (b + A) - ε (a + A) := by
  have hd : Differentiable ℝ ε := hε.differentiable (by simp)
  have hc : Continuous (deriv ε) := hε.continuous_deriv (by simp)
  rw [intervalIntegral.integral_comp_add_right (deriv ε)]
  exact intervalIntegral.integral_eq_sub_of_hasDerivAt (fun x _ => (hd x).hasDerivAt)
    (hc.intervalIntegrable _ _)
```

For the full zone, the upper endpoint is rewritten as the lower endpoint plus \(2\pi\), and periodicity cancels the two energies.

```lean
/-- For a `2π`-periodic, continuously differentiable band, the intraband integral over the
whole zone vanishes for every shift `A`. -/
theorem filled_band_intraband_integral {ε : ℝ → ℝ} (hε : ContDiff ℝ 1 ε)
    (hp : Function.Periodic ε (2 * Real.pi)) (A : ℝ) :
    ∫ k in (-Real.pi)..Real.pi, deriv ε (k + A) = 0 := by
  rw [window_intraband_integral hε,
    show Real.pi + A = (-Real.pi + A) + 2 * Real.pi by ring, hp, sub_self]
```

The last general theorem returns to the current itself. At each \(k\) the state is the eigenvector of one fixed band at \(k+A\). By `velocity_element` with equal indices its current is the band slope, and the preceding integral then gives zero. The integral carries no prefactor for the density of \(k\) points or for spin.

```lean
/-- If every momentum `k` of the zone carries the eigenstate at `k + A` of one fixed band, whose
energy is `2π`-periodic and continuously differentiable, the total current is zero. -/
theorem filled_band_current (h : IsBandFrame H u e) (n : ι) (hε : ContDiff ℝ 1 (e n))
    (hp : Function.Periodic (e n) (2 * Real.pi)) (A : ℝ) :
    ∫ k in (-Real.pi)..Real.pi, current H (u n (k + A)) (k + A) = 0 := by
  have hcur : ∀ q, current H (u n q) q = ((deriv (e n) q : ℝ) : ℂ) := by
    intro q
    unfold current
    rw [h.velocity_element, if_pos rfl, sub_self, zero_mul, add_zero]
  simp_rw [hcur]
  rw [intervalIntegral.integral_ofReal, filled_band_intraband_integral hε hp, Complex.ofReal_zero]
```

This theorem describes a band whose electrons remain in the shifted eigenstates. It does not say that a driven, initially filled band carries no current, since the field may mix bands and create coherences. There is no time evolution in the model: `A` is a number, and the amplitudes are given. For the equal superposition above, placed at every momentum of the zone, the integral of \(2-\sin(k+A)\) is \(4\pi\).

## A two-band model with rotating eigenvectors

The following model meets all the assumptions. Its Hamiltonian is \(\cos k\) times the identity plus a traceless matrix with entries \(\pm\cos 2k\) on the diagonal and \(\sin 2k\) off it, written out in powers of sine and cosine.

```lean
/-- A two-band Hamiltonian whose eigenvectors rotate with `k`. -/
def twoBandH (k : ℝ) : Matrix (Fin 2) (Fin 2) ℂ :=
  !![(Real.cos k : ℂ) + ((Real.cos k : ℂ) ^ 2 - (Real.sin k : ℂ) ^ 2),
      2 * (Real.sin k : ℂ) * (Real.cos k : ℂ);
    2 * (Real.sin k : ℂ) * (Real.cos k : ℂ),
      (Real.cos k : ℂ) - ((Real.cos k : ℂ) ^ 2 - (Real.sin k : ℂ) ^ 2)]
```

The eigenvectors rotate by the angle \(k\).

```lean
/-- The rotating vectors `(cos k, sin k)` and `(-sin k, cos k)`. -/
def twoBandState (n : Fin 2) (k : ℝ) : Fin 2 → ℂ :=
  ![![(Real.cos k : ℂ), (Real.sin k : ℂ)], ![-(Real.sin k : ℂ), (Real.cos k : ℂ)]] n
```

Band `0` has energy \(\cos k+1\) and band `1` has energy \(\cos k-1\), so the gap is 2 at every momentum.

```lean
/-- The band energies `cos k + 1` and `cos k - 1`. -/
def twoBandEnergy (n : Fin 2) (k : ℝ) : ℝ := Real.cos k + ![1, -1] n
```

The theorem `twoBand_witness` verifies the band-frame conditions together with the smoothness and periodicity of the energies. Hermiticity, the eigenvalue equation and orthonormality are checked entry by entry, with \(\sin^2k+\cos^2k=1\) as the only identity needed. Differentiability follows from that of sine and cosine.

```lean
/-- The two-band model is a band frame, and its energies are `2π`-periodic and continuously
differentiable. -/
theorem twoBand_witness : IsBandFrame twoBandH twoBandState twoBandEnergy ∧
    ∀ n, ContDiff ℝ 1 (twoBandEnergy n) ∧
      Function.Periodic (twoBandEnergy n) (2 * Real.pi) := by
  have hs : Differentiable ℝ (fun k : ℝ => ((Real.sin k : ℝ) : ℂ)) :=
    fun k => (Real.hasDerivAt_sin k).ofReal_comp.differentiableAt
  have hc : Differentiable ℝ (fun k : ℝ => ((Real.cos k : ℝ) : ℂ)) :=
    fun k => (Real.hasDerivAt_cos k).ofReal_comp.differentiableAt
  have hsc : ∀ k : ℝ, ((Real.sin k : ℝ) : ℂ) ^ 2 + ((Real.cos k : ℝ) : ℂ) ^ 2 = 1 :=
    fun k => by exact_mod_cast Real.sin_sq_add_cos_sq k
  refine ⟨⟨?_, ?_, ?_, ?_, ?_, ?_⟩, ?_⟩
  · intro k
    refine Matrix.IsHermitian.ext fun i j => ?_
    fin_cases i <;> fin_cases j <;>
      simp [twoBandH, -Complex.ofReal_cos, -Complex.ofReal_sin]
  · intro n k
    have hk := hsc k
    ext i
    fin_cases n <;> fin_cases i <;>
      simp [twoBandH, twoBandState, twoBandEnergy, Matrix.mulVec, dotProduct,
        Fin.sum_univ_succ, -Complex.ofReal_cos, -Complex.ofReal_sin]
    all_goals first
      | linear_combination (Real.cos k : ℂ) * hk
      | linear_combination (Real.sin k : ℂ) * hk
      | linear_combination -(Real.cos k : ℂ) * hk
  · intro m n k
    have hk := hsc k
    fin_cases m <;> fin_cases n <;>
      simp [twoBandState, dotProduct, Fin.sum_univ_succ,
        -Complex.ofReal_cos, -Complex.ofReal_sin]
    all_goals first
      | ring1
      | linear_combination hk
  · exact Fin.forall_fin_two.2
      ⟨Fin.forall_fin_two.2 ⟨hc.add ((hc.pow 2).sub (hs.pow 2)), (hs.const_mul 2).mul hc⟩,
        Fin.forall_fin_two.2 ⟨(hs.const_mul 2).mul hc, hc.sub ((hc.pow 2).sub (hs.pow 2))⟩⟩
  · exact Fin.forall_fin_two.2
      ⟨Fin.forall_fin_two.2 ⟨hc, hs⟩, Fin.forall_fin_two.2 ⟨hs.neg, hc⟩⟩
  · exact fun n => Real.differentiable_cos.add_const _
  · exact fun n => ⟨Real.contDiff_cos.add contDiff_const, fun k => by simp [twoBandEnergy]⟩

end

end BlochCurrent
```

```lean
#print axioms BlochCurrent.current_decomposition
#print axioms BlochCurrent.filled_band_intraband_integral
#print axioms BlochCurrent.filled_band_current
```

```
'BlochCurrent.current_decomposition' depends on axioms: [propext, Classical.choice, Quot.sound]
'BlochCurrent.filled_band_intraband_integral' depends on axioms: [propext, Classical.choice, Quot.sound]
'BlochCurrent.filled_band_current' depends on axioms: [propext, Classical.choice, Quot.sound]
```
